# For finite matrices, a terminating Rayleigh–Schrödinger energy series stops at first order at the latest

**Q:** Before we argue about the result, what are the objects and conventions?

**A:** A system with Hamiltonian $H_0$ is perturbed by $V$, and we want an energy and a state of $H_0+zV$ as series in the coupling $z$, which many textbooks call $\lambda$:

$$E(z)=\sum_n E_n z^n,\qquad \psi(z)=\sum_n \psi_n z^n .$$

Here $E_0$ is the unperturbed energy, and no factorials are absorbed into the coefficients. Matching powers of $z$ gives

$$H_0\psi_0=E_0\psi_0,\qquad H_0\psi_{n+1}+V\psi_n=\sum_{k=0}^{n+1}E_k\,\psi_{n+1-k}\quad(n\ge 0).$$

`OrderEquations` is this list, for linear operators on any complex vector space `M`.

```lean
import Mathlib

open Polynomial Matrix Filter

namespace TerminatingEnergySeries

noncomputable section

/-- The order-by-order equations of Rayleigh-Schroedinger perturbation theory for `H0 + t V`,
with energy corrections `E n` and state corrections `ψ n`. -/
def OrderEquations {M : Type*} [AddCommGroup M] [Module ℂ M]
    (H0 V : M →ₗ[ℂ] M) (E : ℕ → ℂ) (ψ : ℕ → M) : Prop :=
  H0 (ψ 0) = E 0 • ψ 0 ∧
  ∀ n, H0 (ψ (n + 1)) + V (ψ n) = ∑ k ∈ Finset.range (n + 2), E k • ψ (n + 1 - k)
```

**Q:** I see no Hermiticity, no normalisation and no nondegenerate level. Is that still perturbation theory?

**A:** It is a more general setting that contains the usual one. Hermitian matrices are allowed, and so is intermediate normalisation, but neither is required. A degenerate level is allowed too, provided that $\psi_0$ and the corrections solve every equation. That such a solution exists is assumed, not derived.

**Q:** And what is claimed?

**A:** Let $H_0$ and $V$ be finite complex square matrices, let all the order equations hold with $\psi_0\neq0$, and let only finitely many $E_n$ be nonzero. Then $E_n=0$ for every $n\ge2$. Read backwards, one nonzero correction at second order or beyond forces infinitely many nonzero corrections.

**Q:** The series may diverge. How can you say anything about actual eigenvalues?

**A:** The state series is never summed. Since the energies terminate, $P(X)=\sum_n E_nX^n$ is a polynomial in a formal coupling $X$. Put it into the secular matrix $S=H_0+XV-P\,\mathbb 1$, whose entries are polynomials.

```lean
/-- The secular matrix `H0 + X V - P`, whose entries are polynomials in the coupling `X`. -/
def secularMatrix {ι : Type*} [DecidableEq ι] (H0 V : Matrix ι ι ℂ) (P : ℂ[X]) :
    Matrix ι ι ℂ[X] :=
  Matrix.of fun i j => C (H0 i j) + X * C (V i j) - if i = j then P else 0
```

Collect the states in a vector of formal power series, $w=\sum_n\psi_nX^n$. The constant term of $Sw$ is $H_0\psi_0-E_0\psi_0=0$. The coefficient of $X^{n+1}$ is

$$H_0\psi_{n+1}+V\psi_n-\sum_{k=0}^{n+1}E_k\psi_{n+1-k}=0 .$$

So $Sw=0$, and $w\ne0$ because $\psi_0\neq0$. Multiplying by the adjugate matrix gives $(\det S)\,w=0$. A product of nonzero power series is nonzero, hence $\det S=0$. This determinant is a polynomial in $X$, so it may be evaluated at any complex number $z$:

$$\det\bigl(H_0+zV-P(z)\mathbb 1\bigr)=0 .$$

Therefore some $\varphi\ne0$ satisfies $(H_0+zV)\varphi=P(z)\varphi$.

```lean
variable {ι : Type*} [Fintype ι]

/-- If `E` and `ψ` solve all order equations for the finite matrices `H0` and `V`, `ψ 0` is nonzero,
and the energy corrections `E n` are the coefficients of a polynomial `P`, then `P(z)` is an
eigenvalue of `H0 + z V` at every complex coupling `z`. -/
theorem eigenvector_at_every_coupling (H0 V : Matrix ι ι ℂ) (E : ℕ → ℂ) (ψ : ℕ → ι → ℂ)
    (h : OrderEquations H0.mulVecLin V.mulVecLin E ψ) (h0 : ψ 0 ≠ 0)
    (P : ℂ[X]) (hP : ∀ n, P.coeff n = E n) (z : ℂ) :
    ∃ φ : ι → ℂ, φ ≠ 0 ∧ (H0 + z • V) *ᵥ φ = P.eval z • φ := by
  classical
  obtain ⟨f, hf⟩ : ∃ f : ℂ[X] →+* PowerSeries ℂ, ∀ p, f p = (p : PowerSeries ℂ) :=
    ⟨Polynomial.coeToPowerSeries.ringHom, fun _ => rfl⟩
  -- the state corrections, collected in a vector of formal power series
  obtain ⟨w, hw⟩ : ∃ w : ι → PowerSeries ℂ, ∀ i n, PowerSeries.coeff n (w i) = ψ n i :=
    ⟨fun i => PowerSeries.mk fun n => ψ n i, fun i n => PowerSeries.coeff_mk _ _⟩
  have hw0 : w ≠ 0 := by
    intro hz
    apply h0
    funext i
    rw [← hw i 0, hz]
    simp
  have hnull : f.mapMatrix (secularMatrix H0 V P) *ᵥ w = 0 := by
    funext i
    have h1 : (f.mapMatrix (secularMatrix H0 V P) *ᵥ w) i =
        ∑ j, f (C (H0 i j)) * w j + f X * ∑ j, f (C (V i j)) * w j - f P * w i := by
      simp only [Matrix.mulVec, dotProduct, RingHom.mapMatrix_apply, Matrix.map_apply,
        secularMatrix, Matrix.of_apply, map_sub, map_add, map_mul, sub_mul, add_mul,
        Finset.sum_sub_distrib, Finset.sum_add_distrib, Finset.mul_sum, mul_assoc]
      simp [apply_ite f, ite_mul]
    rw [h1, Pi.zero_apply]
    refine PowerSeries.ext fun n => ?_
    cases n with
    | zero =>
      have hi := congrFun h.1 i
      simp only [Matrix.mulVecLin_apply, Matrix.mulVec, dotProduct, Pi.smul_apply,
        smul_eq_mul] at hi
      simp only [map_sub, map_add, map_sum, map_zero, hf, Polynomial.coe_C, Polynomial.coe_X,
        PowerSeries.coeff_C_mul, PowerSeries.coeff_zero_X_mul, hw]
      simp only [PowerSeries.coeff_mul, Polynomial.coeff_coe, hP, hw,
        Finset.Nat.sum_antidiagonal_eq_sum_range_succ_mk, Nat.succ_eq_add_one, zero_add,
        Finset.sum_range_one, Nat.sub_self]
      linear_combination hi
    | succ n =>
      have hi := congrFun (h.2 n) i
      simp only [Matrix.mulVecLin_apply, Matrix.mulVec, dotProduct, Pi.add_apply,
        Finset.sum_apply, Pi.smul_apply, smul_eq_mul] at hi
      simp only [map_sub, map_add, map_sum, map_zero, hf, Polynomial.coe_C, Polynomial.coe_X,
        PowerSeries.coeff_C_mul, PowerSeries.coeff_succ_X_mul, hw]
      simp only [PowerSeries.coeff_mul, Polynomial.coeff_coe, hP, hw,
        Finset.Nat.sum_antidiagonal_eq_sum_range_succ_mk, Nat.succ_eq_add_one]
      linear_combination hi
  -- hence the secular determinant vanishes identically in the coupling
  have hdet : (secularMatrix H0 V P).det = 0 := by
    have h2 := Matrix.exists_mulVec_eq_zero_iff.1 ⟨w, hw0, hnull⟩
    rw [← RingHom.map_det, hf] at h2
    exact Polynomial.coe_injective ℂ (by rw [h2, Polynomial.coe_zero])
  have hz : ((evalRingHom z).mapMatrix (secularMatrix H0 V P)).det = 0 := by
    rw [← RingHom.map_det, hdet, map_zero]
  have hM : (evalRingHom z).mapMatrix (secularMatrix H0 V P) =
      H0 + z • V - P.eval z • (1 : Matrix ι ι ℂ) := by
    ext i j
    by_cases hij : i = j <;> simp [secularMatrix, hij] <;> ring
  rw [hM] at hz
  obtain ⟨φ, hφ, he⟩ := Matrix.exists_mulVec_eq_zero_iff.2 hz
  rw [Matrix.sub_mulVec, Matrix.smul_mulVec, Matrix.one_mulVec, sub_eq_zero] at he
  exact ⟨φ, hφ, he⟩
```

**Q:** Where do I find those steps in the Lean proof?

**A:** The index type `ι` labels the basis states, `mulVecLin` turns a matrix into its action on vectors, and `hP` says that the coefficients of `P` are the energies. `hnull` is $Sw=0$, checked coefficient by coefficient: the `zero` case uses the unperturbed equation, the `succ n` case the equation at order $n+1$. `Matrix.exists_mulVec_eq_zero_iff` then appears twice. Over power series it turns the null vector into a vanishing determinant (`hdet`); over the complex numbers, after evaluation at `z`, it turns a vanishing determinant back into an eigenvector.

**Q:** Is $\varphi$ the sum of my $\psi_n$?

**A:** The theorem doesn't say so. It gives an eigenvector with eigenvalue $P(z)$ at each $z$, and the energy argument needs no more.

**Q:** Fine, $P(z)$ is an eigenvalue at every coupling. Why can't it be quadratic?

**A:** Because a finite matrix that is linear in $z$ has eigenvalues of at most linear growth. If $(H_0+zV)\varphi=\mu\varphi$ with $\varphi\neq0$, then

$$|\mu|\,\|\varphi\|\le\|H_0\varphi\|+|z|\,\|V\varphi\|\le(a+b|z|)\,\|\varphi\|,$$

where $a$ and $b$ are the operator norms of $H_0$ and $V$. Divide by $\|\varphi\|$.

```lean
/-- The eigenvalues of `H0 + z V` grow at most linearly with the coupling strength `|z|`. -/
theorem eigenvalue_linear_growth (H0 V : Matrix ι ι ℂ) :
    ∃ a b : ℝ, 0 ≤ a ∧ ∀ (z μ : ℂ) (φ : ι → ℂ), φ ≠ 0 →
      (H0 + z • V) *ᵥ φ = μ • φ → ‖μ‖ ≤ a + b * ‖z‖ := by
  let A := LinearMap.toContinuousLinearMap H0.mulVecLin
  let B := LinearMap.toContinuousLinearMap V.mulVecLin
  refine ⟨‖A‖, ‖B‖, norm_nonneg _, fun z μ φ hφ h => ?_⟩
  have hA : ‖H0 *ᵥ φ‖ ≤ ‖A‖ * ‖φ‖ := A.le_opNorm φ
  have hB : ‖V *ᵥ φ‖ ≤ ‖B‖ * ‖φ‖ := B.le_opNorm φ
  refine le_of_mul_le_mul_right ?_ (norm_pos_iff.2 hφ)
  calc ‖μ‖ * ‖φ‖ = ‖H0 *ᵥ φ + z • (V *ᵥ φ)‖ := by
        rw [← norm_smul, ← h, Matrix.add_mulVec, Matrix.smul_mulVec]
    _ ≤ ‖H0 *ᵥ φ‖ + ‖z‖ * ‖V *ᵥ φ‖ := by
        rw [← norm_smul]
        exact norm_add_le _ _
    _ ≤ ‖A‖ * ‖φ‖ + ‖z‖ * (‖B‖ * ‖φ‖) := by gcongr
    _ = (‖A‖ + ‖B‖ * ‖z‖) * ‖φ‖ := by ring
```

The `calc` block is this chain of inequalities, with `le_opNorm` supplying the two norm bounds.

Now set $Q(z)=(P(z)-E_0)/z$, which is again a polynomial, with coefficients $E_1,E_2,\dots$. For $|z|\ge1$,

$$|Q(z)|\le\frac{a+b|z|+|E_0|}{|z|}\le a+b+|E_0| .$$

A nonconstant polynomial is unbounded as $|z|\to\infty$, so $Q$ is constant. Its coefficient at order $m+1$ is $E_{m+2}$, which therefore vanishes for every $m\ge0$.

```lean
/-- For finite matrices, if `E` and `ψ` solve all order equations, `ψ 0` is nonzero, and only
finitely many of the energy corrections `E n` are nonzero, then all energy corrections from second
order on vanish. -/
theorem terminating_series_is_linear (H0 V : Matrix ι ι ℂ) (E : ℕ → ℂ) (ψ : ℕ → ι → ℂ)
    (h : OrderEquations H0.mulVecLin V.mulVecLin E ψ) (h0 : ψ 0 ≠ 0)
    (hfin : {n | E n ≠ 0}.Finite) : ∀ n, 2 ≤ n → E n = 0 := by
  obtain ⟨P, hP⟩ : ∃ P : ℂ[X], ∀ n, P.coeff n = E n := by
    refine ⟨∑ n ∈ hfin.toFinset, monomial n (E n), fun m => ?_⟩
    rw [Polynomial.finsetSum_coeff]
    simp only [coeff_monomial, Finset.sum_ite_eq', Set.Finite.mem_toFinset, Set.mem_ofPred_eq]
    by_cases hm : E m = 0 <;> simp [hm]
  obtain ⟨a, b, ha, hab⟩ := eigenvalue_linear_growth H0 V
  -- the quotient (P(z) - E 0) / z stays bounded, so it is a constant polynomial
  have hdeg : P.divX.degree ≤ 0 := by
    by_contra hcon
    have hz : Tendsto (fun k : ℕ => ‖((k + 1 : ℕ) : ℂ)‖) atTop atTop := by
      simp only [Complex.norm_natCast]
      exact tendsto_natCast_atTop_atTop.comp (tendsto_add_atTop_nat 1)
    have ht := Polynomial.tendsto_norm_atTop P.divX (not_le.1 hcon) hz
    obtain ⟨k, hk⟩ := (ht.eventually_gt_atTop (a + b + ‖E 0‖)).exists
    have hz1 : 1 ≤ ‖((k + 1 : ℕ) : ℂ)‖ := by
      rw [Complex.norm_natCast]
      exact_mod_cast Nat.succ_pos k
    generalize ((k + 1 : ℕ) : ℂ) = z at hk hz1
    obtain ⟨φ, hφ, he⟩ := eigenvector_at_every_coupling H0 V E ψ h h0 P hP z
    have hb := hab z _ φ hφ he
    have hs : P.divX.eval z * z = P.eval z - E 0 := by
      have h3 := congrArg (Polynomial.eval z) (divX_mul_X_add P)
      simp only [eval_add, eval_mul, eval_X, eval_C, hP] at h3
      linear_combination h3
    have hn : ‖P.divX.eval z‖ * ‖z‖ ≤ ‖P.eval z‖ + ‖E 0‖ := by
      rw [← norm_mul, hs]
      exact norm_sub_le _ _
    nlinarith [norm_nonneg (E 0), mul_nonneg (add_nonneg ha (norm_nonneg (E 0)))
      (sub_nonneg.2 hz1), mul_pos (sub_pos.2 hk) (lt_of_lt_of_le one_pos hz1)]
  intro n hn
  obtain ⟨m, rfl⟩ := Nat.exists_eq_add_of_le' hn
  rw [← hP, ← coeff_divX]
  exact coeff_eq_zero_of_degree_lt (lt_of_le_of_lt hdeg (by exact_mod_cast Nat.succ_pos m))
```

In Lean, $Q$ is `P.divX`. The proof of `hdeg` supposes that its degree is positive and follows it along the couplings $z=1,2,3,\dots$, where `Polynomial.tendsto_norm_atTop` makes it exceed $a+b+|E_0|$. The identity `hs` is $Q(z)z=P(z)-E_0$, and `nlinarith` combines the inequalities into the contradiction.

**Q:** What does the condition $\psi_0\ne0$ stand for?

**A:** It says that there is an unperturbed state to start from. If all $\psi_n$ were zero, any energies whatever would solve the equations. That example only shows that some $\psi_n$ must be nonzero; the theorem asks it of $\psi_0$, where a perturbation series begins.

**Q:** Perhaps the hypotheses are met only when the perturbation leaves the state alone.

**A:** A two-level system settles that. For bookkeeping, `onlyOrder k e` is the energy series with the single term $e$ at order $k$, and `sum_onlyOrder` collapses the energy side of the equation at order $k+m$ to $e\,\psi_m$.

```lean
/-- The energy series whose only term is `e`, at order `k`. -/
def onlyOrder (k : ℕ) (e : ℂ) : ℕ → ℂ := fun n => if n = k then e else 0

/-- With a single energy term `e` at order `k`, the energy side of the equation at order
`N = k + m` is `e • ψ m`. -/
theorem sum_onlyOrder {M : Type*} [AddCommGroup M] [Module ℂ M] (k m N : ℕ) (hN : k + m = N)
    (e : ℂ) (ψ : ℕ → M) :
    ∑ j ∈ Finset.range (N + 1), onlyOrder k e j • ψ (N - j) = e • ψ m := by
  rw [Finset.sum_eq_single k]
  · rw [show N - k = m by omega]
    simp [onlyOrder]
  · intro j _ hj
    simp [onlyOrder, hj]
  · intro hk
    exact absurd (Finset.mem_range.2 (by omega)) hk
```

Take

$$H_0=\begin{pmatrix}0&0\\0&1\end{pmatrix},\quad V=\begin{pmatrix}1&0\\1&1\end{pmatrix},\quad \psi_0=\begin{pmatrix}1\\0\end{pmatrix},\quad \psi_1=\begin{pmatrix}0\\-1\end{pmatrix},$$

with later states zero and $E_1=1$ the only nonzero energy. At first order, $H_0\psi_1+V\psi_0=(0,-1)+(1,1)=(1,0)=\psi_0$. At second order, $V\psi_1=(0,-1)=\psi_1$. From then on both sides are zero.

```lean
/-- State corrections of a two-level system: `(1, 0)` at order zero, `(0, -1)` at first order,
and zero afterwards. -/
def twoLevelState : ℕ → Fin 2 → ℂ
  | 0 => ![1, 0]
  | 1 => ![0, -1]
  | _ => 0

/-- A two-level system with a nonzero first-order state solves all order equations with
`E 1 = 1` as its only nonzero energy term. -/
theorem terminating_series_witness :
    OrderEquations (!![0, 0; 0, 1] : Matrix (Fin 2) (Fin 2) ℂ).mulVecLin
      (!![1, 0; 1, 1] : Matrix (Fin 2) (Fin 2) ℂ).mulVecLin (onlyOrder 1 1) twoLevelState := by
  constructor
  · ext i
    fin_cases i <;> simp [twoLevelState, onlyOrder, Matrix.mulVec, dotProduct]
  · intro n
    refine Eq.trans ?_ (sum_onlyOrder 1 n (n + 1) (by omega) 1 twoLevelState).symm
    match n with
    | 0 => ext i; fin_cases i <;> simp [twoLevelState]
    | 1 => ext i; fin_cases i <;> simp [twoLevelState]
    | n + 2 => simp [twoLevelState]
```

The proof splits into the same orders and compares components. The summed state $(1,-z)$ is unnormalised; with unit norm it is $(1,-z)/\sqrt{1+|z|^2}$. It changes with the coupling while the energy is exactly $z$. This $V$ is not Hermitian, but a Hermitian perturbation can do the same. Take three levels with $H_0=\mathrm{diag}(-1,0,1)$, and let $V$ have entries $1$ between the middle level and each of the other two, and $0$ elsewhere. Multiplying out gives $(H_0+zV)(z,1,-z)=0$, so the energy stays at zero while the state changes. This second example is checked by hand, not in Lean.

**Q:** Now my real objection. A harmonic oscillator in a uniform field has an energy shift that is exactly quadratic. Your theorem says that is impossible.

**A:** It says so for finite matrices, and the oscillator is infinite-dimensional. Represent the raising operator $a^\dagger$ as multiplication by $X$ and the lowering operator $a$ (no longer the norm above) as $d/dX$, acting on polynomials. Here $X$ is the oscillator variable and no longer the coupling. Then $H_0p=Xp'$ is $a^\dagger a$, the oscillator energy in units of $\hbar\omega$ without the zero-point energy, and $Vp=Xp+p'$ is $a^\dagger+a$, which is proportional to the position, as the potential of a uniform field is. Take $\psi_n=(-X)^n/n!$, so that $\psi_0=1$ and $\psi_{n+1}'=-\psi_n$. At first order,

$$H_0\psi_1+V\psi_0=-X+X=0,$$

and for $n\ge0$

$$H_0\psi_{n+2}+V\psi_{n+1}=-X\psi_{n+1}+X\psi_{n+1}-\psi_n=-\psi_n .$$

So $E_2=-1$ is the only nonzero energy.

```lean
/-- State corrections of the displaced oscillator: `(-X)^n / n!` at order `n`. -/
def displacedState (n : ℕ) : ℂ[X] := monomial n ((-1) ^ n / (n.factorial : ℂ))

/-- On the infinite-dimensional space of polynomials, the oscillator `H0 p = X p'` with the
linear perturbation `V p = X p + p'` solves all order equations from the state `1`, with
`E 2 = -1` as its only nonzero energy term. -/
theorem oscillator_terminates_at_second_order :
    displacedState 0 = 1 ∧
    OrderEquations (LinearMap.mulLeft ℂ (X : ℂ[X]) ∘ₗ derivative)
      (LinearMap.mulLeft ℂ (X : ℂ[X]) + derivative) (onlyOrder 2 (-1)) displacedState := by
  have hone : displacedState 0 = 1 := by simp [displacedState]
  -- differentiation lowers the order by one
  have hd : ∀ n, derivative (displacedState (n + 1)) = -displacedState n := by
    intro n
    have hc : (-1 : ℂ) ^ (n + 1) / ((n + 1).factorial : ℂ) * ((n + 1 : ℕ) : ℂ) =
        -((-1) ^ n / (n.factorial : ℂ)) := by
      have h1 : (n.factorial : ℂ) ≠ 0 := by exact_mod_cast n.factorial_ne_zero
      have h2 : ((n + 1 : ℕ) : ℂ) ≠ 0 := by exact_mod_cast n.succ_ne_zero
      rw [Nat.factorial_succ, Nat.cast_mul, pow_succ, div_mul_eq_mul_div,
        ← neg_div, div_eq_div_iff (mul_ne_zero h2 h1) h1]
      ring
    unfold displacedState
    rw [derivative_monomial, Nat.add_sub_cancel, hc, map_neg]
  refine ⟨hone, ?_, fun n => ?_⟩
  · simp [hone, onlyOrder]
  · simp only [LinearMap.comp_apply, LinearMap.add_apply, LinearMap.mulLeft_apply, hd]
    cases n with
    | zero => simp [hone, onlyOrder]
    | succ n =>
      refine Eq.trans ?_ (sum_onlyOrder 2 n (n + 1 + 1) (by omega) (-1) displacedState).symm
      rw [hd, neg_one_smul]
      ring

end

end TerminatingEnergySeries
```

The lemma `hd` is the derivative rule; the two cases after it are the two displayed equations. In terms of normalised number states, $X^n=\sqrt{n!}\,|n\rangle$, so $\psi_n=(-1)^n|n\rangle/\sqrt{n!}$. The example shows that the main theorem does not extend to arbitrary linear operators on infinite-dimensional spaces.

**Q:** Then what does it tell me about a real molecule?

**A:** It applies once the molecule has been replaced by fixed matrices in a finite basis. The passage from that basis to the full Hamiltonian is the step that the hypotheses leave open. Within a finite basis, a Møller–Plesset energy series with a nonzero second-order term has infinitely many nonzero terms, so stopping at fourth order is a truncation and never the natural end of the series.

```lean
#print axioms TerminatingEnergySeries.terminating_series_is_linear
#print axioms TerminatingEnergySeries.oscillator_terminates_at_second_order
```

```
'TerminatingEnergySeries.terminating_series_is_linear' depends on axioms: [propext, Classical.choice, Quot.sound]
'TerminatingEnergySeries.oscillator_terminates_at_second_order' depends on axioms: [propext, Classical.choice, Quot.sound]
```
